# The capacitance of n independent fermionic levels is β Var(N), at most βn/4 in units of the squared elementary charge

Suppose the capacitance of a small electrode is estimated from the thermal fluctuations of its electron number $N$, and the electrons are counted with Poisson statistics, so that the variance equals the mean. If all $n$ levels lie far below the chemical potential $\mu$, the mean is close to $n$ and the estimate is close to $\beta n$, where $\beta = 1/(k_BT)$. Yet nearly full levels can hardly take up or release charge, and the true response is close to zero. The Poisson count ignores the Pauli principle, which allows each level at most one electron.

For levels that do not interact, and whose energies stay fixed as $\mu$ changes, the correct variance is a sum of $f_i(1-f_i)$ over the levels, with $f_i$ the Fermi occupations. The capacitance is $\beta$ times this variance, and at positive temperature it never exceeds $\beta n/4$.

## Levels, configurations and averages

The levels carry labels from an arbitrary type `ι`, and a finite set `s` of labels selects the $n$ levels under study. Each spin orbital counts as one level. Equal energies are allowed.

In Lean 4 with Mathlib:

```lean
import Mathlib

namespace ElectronNumberFluctuations

noncomputable section

variable {ι : Type*}
```

A configuration is the set $S \subseteq s$ of occupied levels. In equilibrium with a reservoir of electrons it has the weight

$$w(S) = \exp\Big(-\beta \sum_{i\in S}(e_i-\mu)\Big),$$

where $e_i$ is the energy of level $i$. The exponent is a sum over single levels because the electrons do not interact.

```lean
/-- Grand-canonical weight of the configuration in which exactly the levels in `S` are occupied. -/
def weight (β μ : ℝ) (e : ι → ℝ) (S : Finset ι) : ℝ :=
  Real.exp (-β * ∑ i ∈ S, (e i - μ))
```

These weights are not normalised. The probability of $S$ is $w(S)/Z$ with $Z=\sum_{S\subseteq s} w(S)$, and an observable $A$ has the average

$$\langle A\rangle = \frac{1}{Z}\sum_{S\subseteq s} w(S)\,A(S).$$

```lean
/-- Thermal average of an observable `A` over all occupied subsets of the finite level set `s`. -/
def thermalAvg (β μ : ℝ) (e : ι → ℝ) (s : Finset ι) (A : Finset ι → ℝ) : ℝ :=
  (∑ S ∈ s.powerset, weight β μ e S * A S) / ∑ S ∈ s.powerset, weight β μ e S
```

The Fermi function at energy $\varepsilon$ is $f(\varepsilon) = 1/(e^{\beta(\varepsilon-\mu)}+1)$, and $f_i$ stands for $f(e_i)$. It plays no part in the definition of the averages, so its appearance in the results below has to be derived.

```lean
/-- Fermi function at energy `ε`. -/
def fermi (β μ ε : ℝ) : ℝ := 1 / (Real.exp (β * (ε - μ)) + 1)
```

The electron number of a configuration is the number of occupied levels, $N(S)=|S|$, written `S.card`. Its mean is $\langle N\rangle$.

```lean
/-- Mean number of electrons in the levels `s`. -/
def meanNumber (β μ : ℝ) (e : ι → ℝ) (s : Finset ι) : ℝ :=
  thermalAvg β μ e s (fun S => (S.card : ℝ))
```

Its variance is the mean square deviation $\mathrm{Var}(N)=\langle (N-\langle N\rangle)^2\rangle$.

```lean
/-- Variance of the number of electrons in the levels `s`. -/
def varNumber (β μ : ℝ) (e : ι → ℝ) (s : Finset ι) : ℝ :=
  thermalAvg β μ e s (fun S => ((S.card : ℝ) - meanNumber β μ e s) ^ 2)
```

The capacitance is the response $C = d\langle N\rangle/d\mu$ at fixed temperature and fixed level energies. Multiplying by the squared elementary charge gives the usual units.

```lean
/-- Capacitance in units of the squared elementary charge: the response of the mean electron
number to the chemical potential. -/
def capacitance (β μ : ℝ) (e : ι → ℝ) (s : Finset ι) : ℝ :=
  deriv (fun m => meanNumber β m e s) μ
```

The name is narrower here than in much of electrochemistry, where it means the capacitance of the whole interface. The quantity defined above is the part often called quantum capacitance. Passing to a real electrode takes a further step that the model leaves out: charging the electrode changes the electrostatic potential and so shifts the levels themselves.

## Adding one level

Let $a$ be a level outside $s$, and put $y=e^{\beta(e_a-\mu)}$. Every configuration of the enlarged set either leaves $a$ empty or occupies it. Occupying $a$ multiplies the weight by $y^{-1}$ and raises $N$ by one. For any function $g$ of the electron number, write $P=\sum_S w(S)\,g(|S|)$ and $Q=\sum_S w(S)\,g(|S|+1)$, with both sums over $S\subseteq s$. The average over the enlarged set is then

$$\frac{P+y^{-1}Q}{Z+y^{-1}Z} = \frac{y}{y+1}\,\frac{P}{Z}+\frac{1}{y+1}\,\frac{Q}{Z} = (1-f_a)\,\langle g(N)\rangle + f_a\,\langle g(N+1)\rangle .$$

```lean
/-- Adding a new level `a` mixes two cases: with probability `1 - f_a` the electron number is
unchanged, and with probability `f_a` it is raised by one. -/
theorem thermalAvg_insert [DecidableEq ι] (β μ : ℝ) (e : ι → ℝ) {a : ι} {s : Finset ι}
    (ha : a ∉ s) (g : ℝ → ℝ) :
    thermalAvg β μ e (insert a s) (fun S => g S.card) =
      (1 - fermi β μ (e a)) * thermalAvg β μ e s (fun S => g S.card) +
        fermi β μ (e a) * thermalAvg β μ e s (fun S => g ((S.card : ℝ) + 1)) := by
  have hn : ∀ S ∈ s.powerset, a ∉ S := fun S hS h => ha (Finset.mem_powerset.mp hS h)
  -- occupying `a` multiplies the weight by its Boltzmann factor
  have hw : ∀ S ∈ s.powerset, weight β μ e (insert a S) =
      (Real.exp (β * (e a - μ)))⁻¹ * weight β μ e S := by
    intro S hS
    unfold weight
    rw [Finset.sum_insert (hn S hS), ← Real.exp_neg, ← Real.exp_add]
    congr 1
    ring
  have h1 : ∑ S ∈ s.powerset, weight β μ e (insert a S) * g ((insert a S).card : ℝ) =
      (Real.exp (β * (e a - μ)))⁻¹ *
        ∑ S ∈ s.powerset, weight β μ e S * g ((S.card : ℝ) + 1) := by
    rw [Finset.mul_sum]
    refine Finset.sum_congr rfl fun S hS => ?_
    rw [hw S hS, Finset.card_insert_of_notMem (hn S hS), Nat.cast_add, Nat.cast_one, mul_assoc]
  have h2 : ∑ S ∈ s.powerset, weight β μ e (insert a S) =
      (Real.exp (β * (e a - μ)))⁻¹ * ∑ S ∈ s.powerset, weight β μ e S := by
    rw [Finset.mul_sum]
    exact Finset.sum_congr rfl hw
  have hZ : 0 < ∑ S ∈ s.powerset, weight β μ e S :=
    Finset.sum_pos (fun S _ => Real.exp_pos _) (Finset.powerset_nonempty s)
  have alg : ∀ P Q Z y : ℝ, 0 < Z → 0 < y → (P + y⁻¹ * Q) / (Z + y⁻¹ * Z) =
      (1 - 1 / (y + 1)) * (P / Z) + 1 / (y + 1) * (Q / Z) := by
    intro P Q Z y hZ hy
    have hd : Z + y⁻¹ * Z = Z * (y + 1) / y := by
      field_simp
    rw [hd]
    field_simp
    ring
  unfold thermalAvg
  rw [Finset.sum_powerset_insert ha, Finset.sum_powerset_insert ha, h1, h2]
  exact alg _ _ _ _ hZ (Real.exp_pos _)
```

In the code, `hw` is the factor $y^{-1}$ for a single configuration, while `h1` and `h2` carry it through the numerator and the denominator. The lemma `Finset.sum_powerset_insert` makes the split into empty and occupied, and `alg` is the displayed identity, with $Z>0$ supplied by `hZ`.

## The mean number

Write $M=\sum_{i\in s} f_i$. The claim is $\langle N-c\rangle = M-c$ for every reference number $c$. With no levels, $N=0$ and both sides are $-c$. When level $a$ is added, the raised number satisfies $N+1-c = N-(c-1)$, so the previous step gives

$$(1-f_a)(M-c)+f_a(M-c+1) = M+f_a-c .$$

Setting $c=0$ yields $\langle N\rangle=\sum_{i\in s} f_i$.

```lean
/-- The mean electron number is the sum of the Fermi occupations. -/
theorem meanNumber_eq (β μ : ℝ) (e : ι → ℝ) (s : Finset ι) :
    meanNumber β μ e s = ∑ i ∈ s, fermi β μ (e i) := by
  classical
  -- measuring the number from an arbitrary reference `c` makes the induction close
  have key : ∀ c : ℝ, thermalAvg β μ e s (fun S => (S.card : ℝ) - c) =
      ∑ i ∈ s, fermi β μ (e i) - c := by
    induction s using Finset.induction_on with
    | empty => intro c; simp [thermalAvg, weight]
    | insert a s ha ih =>
      intro c
      have hs : (fun S : Finset ι => (S.card : ℝ) + 1 - c) =
          fun S => (S.card : ℝ) - (c - 1) := by
        funext S; ring
      refine (thermalAvg_insert β μ e ha (fun x => x - c)).trans ?_
      rw [hs, ih c, ih (c - 1), Finset.sum_insert ha]
      ring
  unfold meanNumber
  simpa only [sub_zero] using key 0
```

The statement `key` is quantified over all `c` because the induction step uses the hypothesis at both `c` and `c - 1`.

## The variance

The same induction works for squares. Let $V=\sum_{i\in s} f_i(1-f_i)$. The claim is $\langle (N-c)^2\rangle=(M-c)^2+V$, which with no levels reads $c^2=c^2$. Adding level $a$ gives

$$(1-f_a)\big[(M-c)^2+V\big]+f_a\big[(M-c+1)^2+V\big] = (M+f_a-c)^2+V+f_a(1-f_a).$$

The right-hand side has the claimed form for the enlarged set.

```lean
/-- The mean square deviation of the electron number from any reference number `c` is the squared
offset of the mean plus the sum of `f_i (1 - f_i)`. -/
theorem thermalAvg_sq_sub (β μ : ℝ) (e : ι → ℝ) (s : Finset ι) (c : ℝ) :
    thermalAvg β μ e s (fun S => ((S.card : ℝ) - c) ^ 2) =
      (∑ i ∈ s, fermi β μ (e i) - c) ^ 2 +
        ∑ i ∈ s, fermi β μ (e i) * (1 - fermi β μ (e i)) := by
  classical
  induction s using Finset.induction_on generalizing c with
  | empty => simp [thermalAvg, weight]
  | insert a s ha ih =>
    have hs : (fun S : Finset ι => ((S.card : ℝ) + 1 - c) ^ 2) =
        fun S => ((S.card : ℝ) - (c - 1)) ^ 2 := by
      funext S; ring
    refine (thermalAvg_insert β μ e ha (fun x => (x - c) ^ 2)).trans ?_
    rw [hs, ih c, ih (c - 1), Finset.sum_insert ha, Finset.sum_insert ha]
    ring
```

Choosing $c=\langle N\rangle=M$ removes the squared offset and leaves

$$\mathrm{Var}(N)=\sum_{i\in s} f_i(1-f_i).$$

```lean
/-- The variance of the electron number is the sum of `f_i (1 - f_i)` over the levels. -/
theorem varNumber_eq (β μ : ℝ) (e : ι → ℝ) (s : Finset ι) :
    varNumber β μ e s = ∑ i ∈ s, fermi β μ (e i) * (1 - fermi β μ (e i)) := by
  refine (thermalAvg_sq_sub β μ e s _).trans ?_
  rw [meanNumber_eq]
  ring
```

Each term is the variance of a single occupation that is 1 with probability $f_i$ and 0 otherwise. A nearly full level contributes almost nothing, which is what the Poisson estimate misses.

## Response equals fluctuation

For one level at energy $\varepsilon$, let $x=e^{\beta(\varepsilon-\mu)}$, so that $dx/d\mu=-\beta x$ and

$$\frac{df}{d\mu}=\frac{\beta x}{(x+1)^2}=\beta f(1-f).$$

Summing over the levels gives $d\langle N\rangle/d\mu=\beta\,\mathrm{Var}(N)$.

```lean
/-- Fluctuation-response relation: the mean electron number changes with the chemical potential
at the rate `β Var(N)`. -/
theorem hasDerivAt_meanNumber (β μ : ℝ) (e : ι → ℝ) (s : Finset ι) :
    HasDerivAt (fun m => meanNumber β m e s) (β * varNumber β μ e s) μ := by
  -- response of a single level
  have hf : ∀ ε : ℝ, HasDerivAt (fun m => fermi β m ε)
      (β * (fermi β μ ε * (1 - fermi β μ ε))) μ := by
    intro ε
    have h1 : HasDerivAt (fun m : ℝ => β * (ε - m)) (-β) μ := by
      simpa using ((hasDerivAt_id μ).const_sub ε).const_mul β
    have hne : Real.exp (β * (ε - μ)) + 1 ≠ 0 := by positivity
    refine ((hasDerivAt_const μ (1 : ℝ)).fun_div (h1.exp.add_const 1) hne).congr_deriv ?_
    unfold fermi
    field_simp
    ring
  have hm : (fun m => meanNumber β m e s) = fun m => ∑ i ∈ s, fermi β m (e i) :=
    funext fun m => meanNumber_eq β m e s
  rw [hm, varNumber_eq, Finset.mul_sum]
  exact HasDerivAt.fun_sum fun i _ => hf (e i)
```

The single-level derivative is `hf`. The equation `hm` replaces the mean number by the sum of Fermi functions at every value of the chemical potential, after which the sum is differentiated term by term. `HasDerivAt` says that the derivative exists and has the stated value. Up to this point $\beta$ may be any real number.

## The bound βn/4

Completing the square gives $f_i(1-f_i)=\tfrac14-(f_i-\tfrac12)^2$, hence

$$\mathrm{Var}(N)=\frac n4-\sum_{i\in s}\Big(f_i-\frac12\Big)^2 .$$

```lean
/-- The variance falls short of `n/4` by the summed squared deviations of the occupations from
one half. -/
theorem varNumber_eq_quarter_sub (β μ : ℝ) (e : ι → ℝ) (s : Finset ι) :
    varNumber β μ e s = (s.card : ℝ) / 4 - ∑ i ∈ s, (fermi β μ (e i) - 1 / 2) ^ 2 := by
  have h : ∑ i ∈ s, fermi β μ (e i) * (1 - fermi β μ (e i)) +
      ∑ i ∈ s, (fermi β μ (e i) - 1 / 2) ^ 2 = ∑ _i ∈ s, (1 / 4 : ℝ) := by
    rw [← Finset.sum_add_distrib]
    exact Finset.sum_congr rfl fun i _ => by ring
  rw [Finset.sum_const, nsmul_eq_mul] at h
  rw [varNumber_eq]
  linarith
```

Now take $\beta>0$, that is, a positive and finite temperature. The subtracted sum is nonnegative, so

$$C=\beta\,\mathrm{Var}(N)=\beta\sum_{i\in s} f_i(1-f_i)\le\frac{\beta n}{4}.$$

```lean
/-- For `β > 0` the capacitance of `n` independent levels is `β Var(N)`, equals
`β` times the sum of `f_i (1 - f_i)`, and is at most `β n / 4`. -/
theorem capacitance_eq_and_le {β : ℝ} (hβ : 0 < β) (μ : ℝ) (e : ι → ℝ) (s : Finset ι) :
    capacitance β μ e s = β * varNumber β μ e s ∧
      capacitance β μ e s = β * ∑ i ∈ s, fermi β μ (e i) * (1 - fermi β μ (e i)) ∧
      capacitance β μ e s ≤ β * s.card / 4 := by
  have hC : capacitance β μ e s = β * varNumber β μ e s := (hasDerivAt_meanNumber β μ e s).deriv
  refine ⟨hC, by rw [hC, varNumber_eq], ?_⟩
  have hq : 0 ≤ ∑ i ∈ s, (fermi β μ (e i) - 1 / 2) ^ 2 :=
    Finset.sum_nonneg fun i _ => sq_nonneg _
  rw [hC, varNumber_eq_quarter_sub]
  nlinarith [mul_nonneg hβ.le hq]
```

The theorem states the two equalities and the inequality together, for every finite set of levels, the empty one included. The first equality is read off from the derivative above, and `nlinarith` obtains the inequality from the nonnegative product of $\beta$ and the sum of squares.

In constant-potential electronic-structure calculations with Fermi smearing, this limits the response that $n$ non-interacting levels at fixed energies can contribute. The derivative obeys the bound at every $\mu$, so by the mean value theorem a finite-difference slope of $\langle N\rangle$ obeys it too, whatever the size of the step. A computed slope that exceeds $\beta n/4$ by more than rounding error therefore shows that something does not match the model: for example, the occupations, the count of levels or the value of $\beta$ may be wrong, or the levels may have shifted with $\mu$.

## When the bound is reached

Equality requires $\sum_{i\in s}(f_i-\tfrac12)^2=0$, so every occupation is one half. Then $e^{\beta(e_i-\mu)}=1$, and since $\beta\neq0$ this means $e_i=\mu$. Conversely, levels at $\mu$ are exactly half filled, and the sum vanishes.

```lean
/-- For `β > 0` the capacitance reaches `β n / 4` exactly when every level lies at the chemical
potential. -/
theorem capacitance_eq_max_iff {β : ℝ} (hβ : 0 < β) (μ : ℝ) (e : ι → ℝ) (s : Finset ι) :
    capacitance β μ e s = β * s.card / 4 ↔ ∀ i ∈ s, e i = μ := by
  rw [(capacitance_eq_and_le hβ μ e s).1, varNumber_eq_quarter_sub]
  constructor
  · intro h i hi
    have h0 : β * ∑ i ∈ s, (fermi β μ (e i) - 1 / 2) ^ 2 = 0 := by linarith
    have hsum := (mul_eq_zero.mp h0).resolve_left hβ.ne'
    have hsq := (Finset.sum_eq_zero_iff_of_nonneg fun i _ => sq_nonneg _).mp hsum i hi
    -- half filling forces the Boltzmann factor to be one
    have hhalf : fermi β μ (e i) = 1 / 2 := sub_eq_zero.mp (pow_eq_zero_iff two_ne_zero |>.mp hsq)
    have hne : Real.exp (β * (e i - μ)) + 1 ≠ 0 := by positivity
    unfold fermi at hhalf
    rw [div_eq_div_iff hne two_ne_zero] at hhalf
    have hexp : Real.exp (β * (e i - μ)) = 1 := by linarith
    have hz := (Real.exp_eq_one_iff _).mp hexp
    exact sub_eq_zero.mp ((mul_eq_zero.mp hz).resolve_left hβ.ne')
  · intro h
    have hsum : ∑ i ∈ s, (fermi β μ (e i) - 1 / 2) ^ 2 = 0 :=
      Finset.sum_eq_zero fun i hi => by rw [h i hi]; norm_num [fermi]
    rw [hsum]
    ring
```

The forward direction follows this chain through `h0`, `hsq`, `hhalf` and `hexp`. At $\beta=0$ the capacitance and the bound are both zero whatever the energies, so the criterion needs $\beta\neq0$.

## A sharper bound at given filling

When the mean number is known, more can be said. The Cauchy-Schwarz inequality gives $\big(\sum_{i\in s} f_i\big)^2\le n\sum_{i\in s} f_i^2$, and therefore

$$n\,\mathrm{Var}(N)=n\langle N\rangle-n\sum_{i\in s} f_i^2\le\langle N\rangle\,(n-\langle N\rangle).$$

For $n\ge1$, division by $n$ gives $\mathrm{Var}(N)\le\langle N\rangle\,(1-\langle N\rangle/n)$. The last factor lowers the Poisson value $\langle N\rangle$ to an upper bound on the variance, and it becomes small when the levels are nearly full. The bound is attained when all occupations are equal; otherwise the variance is smaller.

```lean
/-- At given mean filling, the number variance of `n` levels obeys
`n Var(N) ≤ ⟨N⟩ (n - ⟨N⟩)`. -/
theorem card_mul_varNumber_le (β μ : ℝ) (e : ι → ℝ) (s : Finset ι) :
    s.card * varNumber β μ e s ≤ meanNumber β μ e s * (s.card - meanNumber β μ e s) := by
  -- Cauchy-Schwarz for the occupations
  have h := sq_sum_le_card_mul_sum_sq (s := s) (f := fun i => fermi β μ (e i))
  have hsplit : ∑ i ∈ s, fermi β μ (e i) * (1 - fermi β μ (e i)) =
      ∑ i ∈ s, fermi β μ (e i) - ∑ i ∈ s, fermi β μ (e i) ^ 2 := by
    rw [← Finset.sum_sub_distrib]
    exact Finset.sum_congr rfl fun i _ => by ring
  rw [varNumber_eq, meanNumber_eq, hsplit]
  nlinarith [h]

end

end ElectronNumberFluctuations
```

Here `h` is the Cauchy-Schwarz inequality for the occupations, and `hsplit` separates $\sum f_i(1-f_i)$ into $\sum f_i-\sum f_i^2$. This bound concerns the variance alone and holds for every real $\beta$.

```lean
#print axioms ElectronNumberFluctuations.capacitance_eq_and_le
-- 'ElectronNumberFluctuations.capacitance_eq_and_le' depends on axioms: [propext, Classical.choice, Quot.sound]
#print axioms ElectronNumberFluctuations.capacitance_eq_max_iff
-- 'ElectronNumberFluctuations.capacitance_eq_max_iff' depends on axioms: [propext, Classical.choice, Quot.sound]
#print axioms ElectronNumberFluctuations.card_mul_varNumber_le
-- 'ElectronNumberFluctuations.card_mul_varNumber_le' depends on axioms: [propext, Classical.choice, Quot.sound]
```
